# Strictly positive exchange for orthogonal, overlapping orbitals on a ring with $v(q)>0$ at $q\neq 0$

On a finite ring, the exchange integral between two orthogonal orbitals does not depend on the $q=0$ Fourier coefficient of the interaction, because orthogonality makes the uniform component of the overlap density vanish. If all the other coefficients are positive and the overlap density is not identically zero, the exchange integral is strictly positive.

## Two electrons on a ring

Take $N\ge 1$ sites on a ring, labelled by integers $x$ modulo $N$. Wave numbers $q$ are also integers modulo $N$. The interaction between electrons at sites $x$ and $y$ is $V(x-y)$, where

$$V(x)=\sum_q v(q)\,e^{2\pi i qx/N},\qquad v(q)\in\mathbb R .$$

For two orbitals $\varphi,\psi$ with complex values, define the overlap density and the exchange sum by

$$\rho(x)=\overline{\varphi(x)}\,\psi(x),\qquad K(\varphi,\psi)=\sum_{x,y}\overline{\rho(x)}\,V(x-y)\,\rho(y).$$

For a real potential, which has $v(-q)=v(q)$, the condition $v(q)>0$ for $q\neq0$ says that every non-uniform density modulation costs interaction energy. An on-site repulsion $U>0$ is an example, with $v(q)=U/N$ for all $q$. The condition that $\rho$ is not identically zero excludes orbitals that live on disjoint sets of sites, for which $K=0$.

The two electrons can occupy the orbitals in a symmetric or an antisymmetric spatial state,

$$\Psi_\pm(x,y)=\frac{\varphi(x)\psi(y)\pm\psi(x)\varphi(y)}{\sqrt2}.$$

For electrons, $\Psi_+$ goes with the spin singlet and $\Psi_-$ with the triplet. In this finite two-orbital model with fixed orthonormal orbitals and a real potential, a positive exchange sum therefore gives direct exchange its ferromagnetic sign.

## What the theorems say

The main theorem, `exchange_pos`, has three hypotheses: `hv` states that $v(q)>0$ for every $q\neq0$, `horth` that $\sum_x\overline{\varphi(x)}\psi(x)=0$, and `hρ` that the overlap density is not the zero function. The conclusion is that the complex number `exchange v φ ψ` has positive real part and zero imaginary part. Nothing is assumed about $v(0)$, which may be negative.

The theorem `exchange_pos_iff` adds a converse: if exchange has positive real part for all orthogonal pairs with nonzero overlap density, then $v(q)>0$ at every $q\neq0$. The theorem `antisymmetric_lower` concludes, under the hypotheses of `exchange_pos`, that $\Psi_-$ has a strictly lower interaction energy than $\Psi_+$.

The type `ZMod N` serves for both sites and wave numbers, and `[NeZero N]` excludes $N=0$. For $N=1$ there is no nonzero wave number, and orthogonality already forces $\rho=0$. The phase $e^{2\pi i qx/N}$ appears as `ZMod.stdAddChar (q * x)`. The function `potential` has complex values and carries no prefactor $1/N$.

Orbitals need not be normalised. If they are orthonormal, the states $\Psi_\pm$ have norm one. The coefficients $v$ need not be even either, although an ordinary real potential between identical particles has $v(-q)=v(q)$.

Spin does not enter the file; the link to singlet and triplet is the usual reading of the spatial symmetry. The energies compared contain only the interaction, in two given states. Mixing with other configurations, such as those with both electrons in one orbital, can change the order of the true eigenstates.

## From Fourier modes to a positive sum

Write $\rho_q=\sum_y e^{-2\pi i qy/N}\rho(y)$. Inserting the Fourier form of $V$ and splitting the phase gives

$$K(\varphi,\psi)=\sum_q v(q)\Big(\sum_x\overline{\rho(x)}\,e^{2\pi i qx/N}\Big)\Big(\sum_y e^{-2\pi i qy/N}\rho(y)\Big)=\sum_q v(q)\,|\rho_q|^2 ,$$

because the first bracket is $\overline{\rho_q}$. Hence $K$ is real.

Orthogonality means $\rho_0=\sum_y\overline{\varphi(y)}\psi(y)=0$, so the term with $v(0)$ vanishes. The remaining terms are non-negative. If all $\rho_q$ were zero, the inversion formula

$$\rho(x)=\frac1N\sum_q\rho_q\,e^{2\pi i qx/N}$$

would give $\rho=0$. So some $\rho_q$ is nonzero, and its $q$ is not $0$. That term is strictly positive, and so is $K$.

## Plane waves test each coefficient

Let $\varphi(x)=e^{2\pi i kx/N}$ and $\psi(x)=e^{2\pi i lx/N}$. Then $\rho(y)=e^{2\pi i(l-k)y/N}$ and

$$\rho_q=\sum_y e^{2\pi i(l-k-q)y/N}.$$

For $q=l-k$ every term is $1$ and the sum is $N$. Otherwise it is a geometric sum with ratio $r\neq1$ and $r^N=1$, which vanishes. Therefore $K=N^2v(l-k)$. With normalised plane waves, each divided by $\sqrt N$, this becomes $K=v(l-k)$.

For the converse, choose $k=0$ and $l=q\neq0$. The two orbitals are orthogonal and their overlap density is nowhere zero, so positive exchange requires $N^2v(q)>0$.

## The energy difference of the two spatial states

Set $a=\varphi(x)\psi(y)$ and $b=\psi(x)\varphi(y)$. Then

$$|\Psi_+(x,y)|^2-|\Psi_-(x,y)|^2=\tfrac12\big(|a+b|^2-|a-b|^2\big)=\bar b\,a+\bar a\,b .$$

Here $\bar b\,a=\overline{\rho(x)}\rho(y)$ and $\bar a\,b=\rho(x)\overline{\rho(y)}$. Since the overlap density of the pair $(\psi,\varphi)$ is $\bar\rho$, multiplying by $V(x-y)$ and summing gives

$$E_+-E_-=K(\varphi,\psi)+K(\psi,\varphi),$$

where $E_\pm$ is the interaction energy of $\Psi_\pm$. The reversed pair is also orthogonal and $\bar\rho$ is not identically zero, so both terms are positive and $E_-<E_+$.

If $v$ is even, replacing $q$ by $-q$ in the Fourier sum shows $V(-x)=V(x)$. Exchanging the names $x$ and $y$ then gives

$$K(\psi,\varphi)=\sum_{x,y}\overline{\rho(x)}\,V(y-x)\,\rho(y)=K(\varphi,\psi),$$

and the splitting is $2K(\varphi,\psi)$.

## A negative exchange sum without orthogonality

Take $N=2$, $v(0)=-1$ and $v(1)=1$, and let both orbitals equal $1$ on both sites. Then $\rho_0=2$ and $\rho_1=0$, so $K=4v(0)=-4$. With normalised orbitals the value is $-1$. The conditions on $v$ and on $\rho$ are satisfied; only orthogonality fails, and the uniform mode enters with its unrestricted coefficient.

## The Lean file

```lean
import Mathlib

open Finset
open scoped ComplexConjugate

namespace DirectExchangeOnRing

noncomputable section

variable {N : ℕ} [NeZero N]

/-- The interaction on a ring of `N` sites with real Fourier coefficients `v q`. -/
def potential (v : ZMod N → ℝ) (x : ZMod N) : ℂ :=
  ∑ q, (v q : ℂ) * ZMod.stdAddChar (q * x)

/-- The overlap density `conj φ · ψ` of two orbitals. -/
def overlapDensity (φ ψ : ZMod N → ℂ) (x : ZMod N) : ℂ := conj (φ x) * ψ x

/-- The exchange sum: the interaction of the overlap density with itself. -/
def exchange (v : ZMod N → ℝ) (φ ψ : ZMod N → ℂ) : ℂ :=
  ∑ x, ∑ y, conj (overlapDensity φ ψ x) * potential v (x - y) * overlapDensity φ ψ y

/-- The Fourier mode of a density at wave number `q`. -/
def densityMode (ρ : ZMod N → ℂ) (q : ZMod N) : ℂ :=
  ∑ y, ZMod.stdAddChar (-(y * q)) * ρ y

/-- The (unnormalised) plane wave of wave number `k`. -/
def planeWave (k x : ZMod N) : ℂ := ZMod.stdAddChar (k * x)

/-- The symmetric spatial state of two electrons in the orbitals `φ` and `ψ`. -/
def symmetricPair (φ ψ : ZMod N → ℂ) (x y : ZMod N) : ℂ :=
  (((√2)⁻¹ : ℝ) : ℂ) * (φ x * ψ y + ψ x * φ y)

/-- The antisymmetric spatial state of two electrons in the orbitals `φ` and `ψ`. -/
def antisymmetricPair (φ ψ : ZMod N → ℂ) (x y : ZMod N) : ℂ :=
  (((√2)⁻¹ : ℝ) : ℂ) * (φ x * ψ y - ψ x * φ y)

/-- The interaction energy `⟨Ψ, V Ψ⟩` of a two-electron spatial state. -/
def interactionEnergy (v : ZMod N → ℝ) (Ψ : ZMod N → ZMod N → ℂ) : ℂ :=
  ∑ x, ∑ y, conj (Ψ x y) * potential v (x - y) * Ψ x y

/-- The interaction written with explicit exponentials `exp (2πi q x / N)`. -/
theorem potential_eq_exp (v : ZMod N → ℝ) (x : ZMod N) :
    potential v x = ∑ q : ZMod N,
      (v q : ℂ) * Complex.exp (2 * Real.pi * Complex.I * (q.val * x.val) / N) := by
  unfold potential
  refine sum_congr rfl fun q _ => ?_
  have h := ZMod.stdAddChar_coe (N := N) ((q.val : ℤ) * (x.val : ℤ))
  push_cast at h
  rw [ZMod.natCast_zmod_val, ZMod.natCast_zmod_val] at h
  rw [h]

/-- The exchange sum is the sum over wave numbers of `v q` times the squared modulus of the
overlap-density mode. -/
theorem exchange_eq_modes (v : ZMod N → ℝ) (φ ψ : ZMod N → ℂ) :
    exchange v φ ψ =
      ((∑ q, v q * ‖densityMode (overlapDensity φ ψ) q‖ ^ 2 : ℝ) : ℂ) := by
  set ρ := overlapDensity φ ψ with hρ
  -- the squared modulus of one mode as a double sum over sites
  have key : ∀ q, (‖densityMode ρ q‖ : ℂ) ^ 2 =
      ∑ x, ∑ y, conj (ρ x) * ZMod.stdAddChar (q * (x - y)) * ρ y := by
    intro q
    rw [← Complex.conj_mul']
    unfold densityMode
    rw [map_sum, sum_mul_sum]
    refine sum_congr rfl fun x _ => sum_congr rfl fun y _ => ?_
    have h1 : (ZMod.stdAddChar (q * (x - y)) : ℂ) =
        ZMod.stdAddChar (x * q) * ZMod.stdAddChar (-(y * q)) := by
      rw [← AddChar.map_add_eq_mul]
      congr 1
      ring
    rw [h1, map_mul, ← AddChar.map_neg_eq_conj, neg_neg]
    ring
  push_cast
  simp_rw [key, mul_sum]
  rw [sum_comm]
  unfold exchange potential
  refine sum_congr rfl fun x _ => ?_
  rw [sum_comm]
  refine sum_congr rfl fun y _ => ?_
  rw [mul_sum, sum_mul]
  refine sum_congr rfl fun q _ => ?_
  rw [← hρ]
  ring

/-- If `v q > 0` for all `q ≠ 0`, the exchange sum of two orthogonal orbitals whose overlap
density is not identically zero is real and strictly positive. -/
theorem exchange_pos (v : ZMod N → ℝ) (hv : ∀ q, q ≠ 0 → 0 < v q) (φ ψ : ZMod N → ℂ)
    (horth : ∑ x, conj (φ x) * ψ x = 0) (hρ : overlapDensity φ ψ ≠ 0) :
    0 < (exchange v φ ψ).re ∧ (exchange v φ ψ).im = 0 := by
  rw [exchange_eq_modes]
  refine ⟨?_, Complex.ofReal_im _⟩
  rw [Complex.ofReal_re]
  -- orthogonality removes the uniform mode
  have h0 : densityMode (overlapDensity φ ψ) 0 = 0 := by
    simpa [densityMode, overlapDensity] using horth
  -- a nonzero density has a nonzero mode
  have hex : ∃ q, densityMode (overlapDensity φ ψ) q ≠ 0 := by
    by_contra hcon
    have hall : ∀ q, densityMode (overlapDensity φ ψ) q = 0 := fun q => by
      by_contra hq
      exact hcon ⟨q, hq⟩
    apply hρ
    apply (ZMod.dft (N := N) (E := ℂ)).injective
    rw [map_zero]
    funext q
    rw [ZMod.dft_apply]
    simpa only [densityMode, smul_eq_mul, Pi.zero_apply] using hall q
  obtain ⟨q, hq⟩ := hex
  have hq0 : q ≠ 0 := fun h => hq (h ▸ h0)
  refine sum_pos' (fun p _ => ?_) ⟨q, mem_univ q, ?_⟩
  · by_cases hp : p = 0
    · rw [hp, h0]
      simp
    · exact mul_nonneg (hv p hp).le (sq_nonneg _)
  · exact mul_pos (hv q hq0) (pow_pos (norm_pos_iff.2 hq) 2)

/-- The overlap density of the plane waves `k` and `l` has the single mode `l - k`. -/
theorem densityMode_planeWave (k l q : ZMod N) :
    densityMode (overlapDensity (planeWave k) (planeWave l)) q =
      if q = l - k then (N : ℂ) else 0 := by
  have h : densityMode (overlapDensity (planeWave k) (planeWave l)) q =
      ∑ y : ZMod N, (ZMod.stdAddChar (y * (l - k - q)) : ℂ) := by
    unfold densityMode overlapDensity planeWave
    refine sum_congr rfl fun y _ => ?_
    rw [← AddChar.map_neg_eq_conj, ← AddChar.map_add_eq_mul, ← AddChar.map_add_eq_mul]
    congr 1
    ring
  rw [h, AddChar.sum_mulShift _ (ZMod.isPrimitive_stdAddChar N)]
  by_cases hq : q = l - k
  · simp [hq, ZMod.card]
  · have hq' : l - k - q ≠ 0 := fun h' => hq (sub_eq_zero.1 h').symm
    simp [hq, hq']

/-- The exchange sum of the plane waves `k` and `l` is `N² v (l - k)`. -/
theorem exchange_planeWave (v : ZMod N → ℝ) (k l : ZMod N) :
    exchange v (planeWave k) (planeWave l) = (((N : ℝ) ^ 2 * v (l - k) : ℝ) : ℂ) := by
  rw [exchange_eq_modes]
  congr 1
  rw [sum_eq_single (l - k)]
  · rw [densityMode_planeWave, if_pos rfl, Complex.norm_natCast]
    ring
  · intro q _ hq
    rw [densityMode_planeWave, if_neg hq]
    simp
  · intro h
    exact absurd (mem_univ _) h

/-- The exchange sum has positive real part for all orthogonal orbitals whose overlap density is not
identically zero exactly when every Fourier coefficient `v q` with `q ≠ 0` is positive. -/
theorem exchange_pos_iff (v : ZMod N → ℝ) :
    (∀ φ ψ : ZMod N → ℂ, ∑ x, conj (φ x) * ψ x = 0 → overlapDensity φ ψ ≠ 0 →
      0 < (exchange v φ ψ).re) ↔ ∀ q, q ≠ 0 → 0 < v q := by
  refine ⟨fun h q hq => ?_, fun hv φ ψ ho hρ => (exchange_pos v hv φ ψ ho hρ).1⟩
  -- test with the uniform orbital and the plane wave `q`
  have ho : ∑ x, conj (planeWave 0 x) * planeWave q x = 0 := by
    have h1 := densityMode_planeWave 0 q 0
    rw [sub_zero, if_neg (Ne.symm hq)] at h1
    simpa [densityMode, overlapDensity] using h1
  have hρ : overlapDensity (planeWave 0) (planeWave q) ≠ 0 := by
    intro h0
    have h1 := congrFun h0 0
    simp [overlapDensity, planeWave] at h1
  have h2 := h _ _ ho hρ
  rw [exchange_planeWave, Complex.ofReal_re, sub_zero] at h2
  by_contra hneg
  have h3 := mul_nonneg (sq_nonneg (N : ℝ)) (neg_nonneg.2 (not_lt.1 hneg))
  linarith

/-- For an inversion-symmetric interaction the exchange sum does not depend on the order of
the two orbitals. -/
theorem exchange_swap (v : ZMod N → ℝ) (hv : ∀ q, v (-q) = v q) (φ ψ : ZMod N → ℂ) :
    exchange v ψ φ = exchange v φ ψ := by
  have hV : ∀ x, potential v (-x) = potential v x := by
    intro x
    unfold potential
    refine Fintype.sum_equiv (Equiv.neg (ZMod N)) _ _ fun q => ?_
    simp [hv]
  unfold exchange
  rw [sum_comm]
  refine sum_congr rfl fun x _ => sum_congr rfl fun y _ => ?_
  rw [← neg_sub x y, hV]
  simp only [overlapDensity, map_mul, Complex.conj_conj]
  ring

/-- The interaction energies of the symmetric and antisymmetric pair states differ by the two
exchange sums of the orbitals. -/
theorem exchange_splitting (v : ZMod N → ℝ) (φ ψ : ZMod N → ℂ) :
    interactionEnergy v (symmetricPair φ ψ) - interactionEnergy v (antisymmetricPair φ ψ) =
      exchange v φ ψ + exchange v ψ φ := by
  have hc : (((√2)⁻¹ : ℝ) : ℂ) ^ 2 = 1 / 2 := by
    rw [← Complex.ofReal_pow, inv_pow, Real.sq_sqrt (by norm_num)]
    norm_num
  unfold interactionEnergy exchange
  simp only [← sum_sub_distrib, ← sum_add_distrib]
  refine sum_congr rfl fun x _ => sum_congr rfl fun y _ => ?_
  simp only [symmetricPair, antisymmetricPair, overlapDensity, map_mul, map_add, map_sub,
    Complex.conj_conj, Complex.conj_ofReal]
  -- only the cross terms survive in the difference
  linear_combination (2 * potential v (x - y) *
    (conj (φ x) * conj (ψ y) * ψ x * φ y + conj (ψ x) * conj (φ y) * φ x * ψ y)) * hc

/-- If `v q > 0` for all `q ≠ 0` and the orbitals are orthogonal with an overlap density that is not
identically zero, the antisymmetric spatial state has strictly lower interaction energy than the
symmetric one. -/
theorem antisymmetric_lower (v : ZMod N → ℝ) (hv : ∀ q, q ≠ 0 → 0 < v q)
    (φ ψ : ZMod N → ℂ) (horth : ∑ x, conj (φ x) * ψ x = 0) (hρ : overlapDensity φ ψ ≠ 0) :
    (interactionEnergy v (antisymmetricPair φ ψ)).re <
      (interactionEnergy v (symmetricPair φ ψ)).re := by
  have hswap : ∀ x, conj (ψ x) * φ x = conj (conj (φ x) * ψ x) := fun x => by
    rw [map_mul, Complex.conj_conj, mul_comm]
  have ho : ∑ x, conj (ψ x) * φ x = 0 := by
    simp_rw [hswap]
    rw [← map_sum, horth, map_zero]
  have hρ' : overlapDensity ψ φ ≠ 0 := by
    intro h
    apply hρ
    funext x
    have h1 : conj (ψ x) * φ x = 0 := congrFun h x
    rw [hswap] at h1
    exact (map_eq_zero (starRingEnd ℂ)).1 h1
  have h1 := (exchange_pos v hv φ ψ horth hρ).1
  have h2 := (exchange_pos v hv ψ φ ho hρ').1
  have h3 := congrArg Complex.re (exchange_splitting v φ ψ)
  rw [Complex.sub_re, Complex.add_re] at h3
  linarith

end

end DirectExchangeOnRing
```

```lean
#print axioms DirectExchangeOnRing.exchange_pos
#print axioms DirectExchangeOnRing.exchange_pos_iff
#print axioms DirectExchangeOnRing.exchange_swap
#print axioms DirectExchangeOnRing.antisymmetric_lower
```

```
'DirectExchangeOnRing.exchange_pos' depends on axioms: [propext, Classical.choice, Quot.sound]
'DirectExchangeOnRing.exchange_pos_iff' depends on axioms: [propext, Classical.choice, Quot.sound]
'DirectExchangeOnRing.exchange_swap' depends on axioms: [propext, Classical.choice, Quot.sound]
'DirectExchangeOnRing.antisymmetric_lower' depends on axioms: [propext, Classical.choice, Quot.sound]
```

## How the modes are handled in Lean

The lemma `potential_eq_exp` confirms that the character gives the explicit exponentials. It represents `q` and `x` by the integers `q.val` and `x.val` and applies `ZMod.stdAddChar_coe`.

The expansion of $K$ is `exchange_eq_modes`. Its intermediate claim `key` writes $|\rho_q|^2$ as a double sum over sites: `Complex.conj_mul'` turns the squared modulus into $\overline{\rho_q}\rho_q$, and `AddChar.map_add_eq_mul` splits the phase of $x-y$ into its two factors. The calls to `sum_comm` then reorder the sums over $q$, $x$ and $y$. The right-hand side is a real number cast to the complex numbers, which makes the zero imaginary part in `exchange_pos` immediate.

In `exchange_pos`, `h0` is the vanishing of $\rho_0$, and `hex` supplies a nonzero mode. The latter uses injectivity of Mathlib's discrete Fourier transform `ZMod.dft` in place of the inversion formula. The lemma `sum_pos'` then asks for non-negative terms and one positive term. The term at wave number $0$ is treated separately through `h0`, since the sign of $v(0)$ is unknown.

## How the converse and the splitting are proved

The geometric sum is evaluated in `densityMode_planeWave` by `AddChar.sum_mulShift`, the orthogonality relation for a primitive character. With only one mode left, `exchange_planeWave` reduces the sum over wave numbers by `sum_eq_single`. The forward direction of `exchange_pos_iff` inserts `planeWave 0` and `planeWave q`, and obtains a contradiction if $v(q)\le0$; the other direction is `exchange_pos`.

The symmetry for even $v$ is `exchange_swap`. It proves $V(-x)=V(x)$ by reindexing with `Equiv.neg` and then exchanges the two site sums.

In `exchange_splitting`, the auxiliary identity `hc` evaluates the squared prefactor $(1/\sqrt2)^2=1/2$. After the sums are matched term by term, `linear_combination` verifies the algebra of the cross terms with `hc`.

Finally, `antisymmetric_lower` checks orthogonality and nonzero overlap density for the reversed pair, applies `exchange_pos` to both orders, and takes real parts in the splitting identity. Because it treats the two exchange sums separately, it does not need $v$ to be even.
